# A Fermi-weighted contour integral of ΣG gives the interaction energy of the Hubbard atom

Once a calculation has produced a Green's function \(G\) and a self-energy \(\Sigma\), it can obtain the interaction energy by summing \(\Sigma G\,e^{i\omega_m0^+}\) over the Matsubara frequencies \(\omega_m\), without computing a two-particle correlation function. The exponential is a convergence factor, needed because \(\Sigma G\) decays only as the inverse frequency. For an isolated system with finitely many orbitals, contour integration turns the sum for the exact \(G\) and \(\Sigma\) into residues weighted by the Fermi function. For the Hubbard atom, a single site with no hopping, the residue can be found in closed form and compared with the thermal average of the interaction, which gives a reference value for code that performs this step.

## States, averages and the Green's function

The inverse temperature \(\beta\), chemical potential \(\mu\) and interaction \(U\) are real, with \(\hbar=k_B=1\). A Fock state is a pair \((a,b)\) of spin-up and spin-down occupations, each 0 or 1. In Lean these are `false` and `true`, and `occ` converts them to numbers. The grand-canonical energy and Boltzmann weight are

\[
E_{ab}=Uab-\mu(a+b),\qquad w_{ab}=e^{-\beta E_{ab}} .
\]

```lean
import Mathlib

open Metric

namespace HubbardAtomGalitskiiMigdal

noncomputable section

/-- Occupation number of a spin orbital that is filled (`true`) or empty (`false`). -/
def occ : Bool → ℝ
  | true => 1
  | false => 0

/-- Grand-canonical energy `U n↑ n↓ - μ (n↑ + n↓)` of a Fock state of the Hubbard atom. -/
def energy (μ U : ℝ) (a b : Bool) : ℝ := U * occ a * occ b - μ * (occ a + occ b)

/-- Boltzmann weight of a Fock state. -/
def weight (β μ U : ℝ) (a b : Bool) : ℝ := Real.exp (-β * energy μ U a b)
```

The partition function is \(Z=\sum_{ab}w_{ab}\). Thermal averages of occupations define the filling per spin \(n=\langle n_\uparrow\rangle\) and the double occupancy \(d=\langle n_\uparrow n_\downarrow\rangle\).

```lean
/-- Grand partition function, the sum of the four Boltzmann weights. -/
def partitionFn (β μ U : ℝ) : ℝ := ∑ a, ∑ b, weight β μ U a b

/-- Thermal average of an observable that is diagonal in the occupations. -/
def thermal (β μ U : ℝ) (A : Bool → Bool → ℝ) : ℝ :=
  (∑ a, ∑ b, A a b * weight β μ U a b) / partitionFn β μ U

/-- Thermal occupation `n` of the spin-up orbital. -/
def filling (β μ U : ℝ) : ℝ := thermal β μ U (fun a _ => occ a)

/-- Double occupancy `d`, the thermal average of `n↑ n↓`. -/
def doubleOcc (β μ U : ℝ) : ℝ := thermal β μ U (fun a b => occ a * occ b)
```

Adding a spin-up electron leaves the spin-down occupation \(b\) unchanged, so the Lehmann sum at complex energy \(z\), measured from the chemical potential, is

\[
G(z)=\sum_b\frac{(w_{0b}+w_{1b})/Z}{z-(E_{1b}-E_{0b})} .
\]

This sum is the definition of \(G\) here; it is not derived from creation and annihilation operators. Dyson's equation defines \(\Sigma(z)=z+\mu-1/G(z)\), and the Fermi function is \(f(z)=1/(e^{\beta z}+1)\).

```lean
/-- Lehmann sum for the spin-up Green's function: a spin-up electron is added while the
spin-down occupation `b` stays fixed. Its domain is `z ≠ -μ`, `z ≠ U - μ`. -/
def green (β μ U : ℝ) (z : ℂ) : ℂ :=
  ∑ b, (((weight β μ U false b + weight β μ U true b) / partitionFn β μ U : ℝ) : ℂ) /
    (z - ((energy μ U true b - energy μ U false b : ℝ) : ℂ))

/-- Self-energy from Dyson's equation, `Σ = z + μ - 1/G`, on the domain of `G` where
`G z ≠ 0`. -/
def selfEnergy (β μ U : ℝ) (z : ℂ) : ℂ := z + μ - 1 / green β μ U z

/-- Fermi function of a complex energy, on the domain `exp (β z) ≠ -1`. -/
def fermi (β : ℝ) (z : ℂ) : ℂ := 1 / (Complex.exp (β * z) + 1)
```

## (a) The four Boltzmann weights

Show that

\[
w_{00}=1,\qquad w_{01}=w_{10}=e^{\beta\mu},\qquad w_{11}=e^{\beta(2\mu-U)} .
\]

**Solution.** The energies are \(E_{00}=0\), \(E_{01}=E_{10}=-\mu\) and \(E_{11}=U-2\mu\). Multiply by \(-\beta\) and exponentiate.

```lean
/-- Boltzmann weights of the empty, the two singly occupied and the doubly occupied states. -/
theorem weight_values (β μ U : ℝ) :
    weight β μ U false false = 1 ∧ weight β μ U false true = Real.exp (β * μ) ∧
    weight β μ U true false = Real.exp (β * μ) ∧
    weight β μ U true true = Real.exp (β * (2 * μ - U)) := by
  refine ⟨?_, ?_, ?_, ?_⟩
  · rw [weight, show -β * energy μ U false false = 0 by simp only [energy, occ]; ring,
      Real.exp_zero]
  · rw [weight, show -β * energy μ U false true = β * μ by simp only [energy, occ]; ring]
  · rw [weight, show -β * energy μ U true false = β * μ by simp only [energy, occ]; ring]
  · rw [weight, show -β * energy μ U true true = β * (2 * μ - U) by
      simp only [energy, occ]; ring]
```

## (b) The partition function

Show that \(Z=1+2e^{\beta\mu}+e^{\beta(2\mu-U)}\).

**Solution.** Add the four weights from (a); the two singly occupied states contribute equally.

```lean
/-- The partition function is `1 + 2 exp (β μ) + exp (β (2 μ - U))`. -/
theorem partitionFn_eq (β μ U : ℝ) :
    partitionFn β μ U = 1 + 2 * Real.exp (β * μ) + Real.exp (β * (2 * μ - U)) := by
  obtain ⟨h1, h2, h3, h4⟩ := weight_values β μ U
  simp only [partitionFn, Fintype.sum_bool]
  rw [h1, h2, h3, h4]
  ring
```

## (c) Filling and double occupancy

Show that

\[
n=\frac{e^{\beta\mu}+e^{\beta(2\mu-U)}}{Z},\qquad d=\frac{e^{\beta(2\mu-U)}}{Z} .
\]

**Solution.** Spin up is occupied in the states \((1,0)\) and \((1,1)\), so \(n=(w_{10}+w_{11})/Z\). Only \((1,1)\) is doubly occupied, so \(d=w_{11}/Z\).

```lean
/-- Occupation per spin and double occupancy in terms of Boltzmann factors. -/
theorem occupations_eq (β μ U : ℝ) :
    filling β μ U =
      (Real.exp (β * μ) + Real.exp (β * (2 * μ - U))) / partitionFn β μ U ∧
    doubleOcc β μ U = Real.exp (β * (2 * μ - U)) / partitionFn β μ U := by
  obtain ⟨h1, h2, h3, h4⟩ := weight_values β μ U
  constructor
  · simp only [filling, thermal, Fintype.sum_bool, occ]
    rw [h1, h2, h3, h4]
    ring
  · simp only [doubleOcc, thermal, Fintype.sum_bool, occ]
    rw [h1, h2, h3, h4]
    ring
```

## (d) Bounds on the filling

Show that \(0<n<1\).

**Solution.** The numerator of \(n\) is positive, and \(Z\) exceeds it by \(1+e^{\beta\mu}>0\).

```lean
/-- The occupation per spin lies strictly between zero and one. -/
theorem filling_bounds (β μ U : ℝ) : 0 < filling β μ U ∧ filling β μ U < 1 := by
  have hx := Real.exp_pos (β * μ)
  have hy := Real.exp_pos (β * (2 * μ - U))
  have hZ := partitionFn_eq β μ U
  have hpos : 0 < partitionFn β μ U := by linarith
  rw [(occupations_eq β μ U).1]
  exact ⟨div_pos (by linarith) hpos, (div_lt_one hpos).2 (by linarith)⟩
```

## (e) The two-pole form

Show that

\[
G(z)=\frac{1-n}{z+\mu}+\frac{n}{z+\mu-U} .
\]

**Solution.** For \(b=0\) the weight is \((1+e^{\beta\mu})/Z=1-n\) and the addition energy is \(E_{10}-E_{00}=-\mu\). For \(b=1\) the weight is \((w_{01}+w_{11})/Z=n\) and the energy is \(E_{11}-E_{01}=U-\mu\). In the code, `w0` and `w1` are the weights, while `e0` and `e1` are the denominators. At \(U=0\) the two poles merge.

The Lean equation needs no condition on \(z\) because division by zero returns zero on both sides; its physical content lies away from the poles.

```lean
/-- The Lehmann sum equals `(1 - n) / (z + μ) + n / (z + μ - U)`. -/
theorem green_eq (β μ U : ℝ) (z : ℂ) :
    green β μ U z = (1 - (filling β μ U : ℂ)) / (z + μ) +
      (filling β μ U : ℂ) / (z + μ - U) := by
  obtain ⟨h1, h2, h3, h4⟩ := weight_values β μ U
  have hZ := partitionFn_eq β μ U
  have hne : partitionFn β μ U ≠ 0 := by
    have hx := Real.exp_pos (β * μ)
    have hy := Real.exp_pos (β * (2 * μ - U))
    linarith
  -- spectral weights
  have w0 : (weight β μ U false false + weight β μ U true false) / partitionFn β μ U
      = 1 - filling β μ U := by
    rw [(occupations_eq β μ U).1, h1, h3, eq_sub_iff_add_eq, ← add_div,
      div_eq_one_iff_eq hne]
    linarith
  have w1 : (weight β μ U false true + weight β μ U true true) / partitionFn β μ U
      = filling β μ U := by
    rw [(occupations_eq β μ U).1, h2, h4]
  -- denominators
  have e0 : z - ((energy μ U true false - energy μ U false false : ℝ) : ℂ) = z + μ := by
    simp only [energy, occ]
    push_cast
    ring
  have e1 : z - ((energy μ U true true - energy μ U false true : ℝ) : ℂ) = z + μ - U := by
    simp only [energy, occ]
    push_cast
    ring
  rw [green, Fintype.sum_bool, w0, w1, e0, e1]
  push_cast
  ring
```

## (f) One fraction

For \(z+\mu\ne0\) and \(z+\mu-U\ne0\), show that

\[
G(z)=\frac{z+\mu-(1-n)U}{(z+\mu)(z+\mu-U)} .
\]

**Solution.** Over the common denominator the numerator is \((1-n)(z+\mu-U)+n(z+\mu)\), which simplifies to \(z+\mu-(1-n)U\).

```lean
/-- For `z + μ ≠ 0` and `z + μ - U ≠ 0`, `G` is the fraction with numerator `z + μ - (1 - n) U` and
denominator `(z + μ) (z + μ - U)`. -/
theorem green_fraction (β μ U : ℝ) {z : ℂ} (h1 : z + μ ≠ 0) (h2 : z + μ - U ≠ 0) :
    green β μ U z = (z + μ - (1 - (filling β μ U : ℂ)) * U) /
      ((z + μ) * (z + μ - U)) := by
  rw [green_eq]
  field_simp
  ring
```

## (g) The self-energy

Under the conditions of (f), and with \(z+\mu\ne(1-n)U\), show that

\[
\Sigma(z)=nU+\frac{n(1-n)U^2}{z+\mu-(1-n)U} .
\]

**Solution.** Put \(x=z+\mu\) and \(D=x-(1-n)U\). Then

\[
\Sigma=x-\frac{x(x-U)}{D}=\frac{x\,nU}{D},
\]

and substituting \(x=D+(1-n)U\) gives the result. The first term is the Hartree shift from the opposite spin. Lean also names \(D\), so that `field_simp` clears it as a single symbol before `ring` finishes the algebra.

```lean
/-- For `z + μ` different from `0`, `U` and `(1 - n) U`, the self-energy is the Hartree term `n U`
plus `n (1 - n) U² / (z + μ - (1 - n) U)`. -/
theorem selfEnergy_eq (β μ U : ℝ) {z : ℂ} (h1 : z + μ ≠ 0) (h2 : z + μ - U ≠ 0)
    (h3 : z + μ - (1 - (filling β μ U : ℂ)) * U ≠ 0) :
    selfEnergy β μ U z = filling β μ U * U +
      filling β μ U * (1 - (filling β μ U : ℂ)) * U ^ 2 /
        (z + μ - (1 - (filling β μ U : ℂ)) * U) := by
  rw [selfEnergy, green_fraction β μ U h1 h2, one_div_div]
  -- name the common denominator while clearing fractions
  obtain ⟨D, hD⟩ : ∃ D : ℂ, D = z + μ - (1 - (filling β μ U : ℂ)) * U := ⟨_, rfl⟩
  rw [← hD] at h3 ⊢
  field_simp
  rw [hD]
  ring
```

## (h) The product of self-energy and Green's function

For \(z+\mu\ne0\), \(z+\mu-U\ne0\) and \(G(z)\ne0\), show that

\[
\Sigma(z)G(z)=\frac{nU}{z+\mu-U} .
\]

**Solution.** Multiplying Dyson's equation by \(G\) gives \(\Sigma G=(z+\mu)G-1\). By (e),

\[
(z+\mu)G-1=(1-n)+\frac{n(z+\mu)}{z+\mu-U}-1=\frac{nU}{z+\mu-U} .
\]

The condition \(G\ne0\) enters through `inv_mul_cancel₀`, which replaces \(G^{-1}G\) by 1.

```lean
/-- For `z + μ ≠ 0`, `z + μ - U ≠ 0` and `G z ≠ 0`, the product of self-energy and Green's function
is `Σ G = n U / (z + μ - U)`. -/
theorem selfEnergy_mul_green (β μ U : ℝ) {z : ℂ} (h1 : z + μ ≠ 0) (h2 : z + μ - U ≠ 0)
    (hG : green β μ U z ≠ 0) :
    selfEnergy β μ U z * green β μ U z = filling β μ U * U / (z + μ - U) := by
  -- Dyson's equation multiplied by `G`
  rw [selfEnergy, sub_mul, one_div, inv_mul_cancel₀ hG, green_eq]
  field_simp
  ring
```

## (i) Filling times a Fermi factor

Show that

\[
\frac{n}{e^{\beta(U-\mu)}+1}=d .
\]

**Solution.** The singly and doubly occupied weights satisfy \(e^{\beta\mu}=e^{\beta(2\mu-U)}e^{\beta(U-\mu)}\). Inserting this in (c) gives \(n=d\,(e^{\beta(U-\mu)}+1)\). The identity holds for every real \(\beta\).

```lean
/-- The occupation per spin times the Fermi factor at `U - μ` is the double occupancy. -/
theorem filling_mul_fermi (β μ U : ℝ) :
    filling β μ U / (Real.exp (β * (U - μ)) + 1) = doubleOcc β μ U := by
  -- ratio of the singly and doubly occupied weights
  have hx : Real.exp (β * μ) = Real.exp (β * (2 * μ - U)) * Real.exp (β * (U - μ)) := by
    rw [← Real.exp_add]
    congr 1
    ring
  rw [div_eq_iff (by positivity), (occupations_eq β μ U).1, (occupations_eq β μ U).2, hx]
  ring
```

## (j) The interaction energy

Let \(\beta>0\) and let \(C\) be the circle about \(U-\mu\) of radius \(R\), with \(0<R<n|U|\) and \(R<\pi/\beta\). Show that

\[
\frac{1}{2\pi i}\oint_C f(z)\,\Sigma(z)G(z)\,dz=U d .
\]

**Solution.** The other pole of \(G\), at \(-\mu\), lies at distance \(|U|\) from the centre, and the zero of \(G\), at \((1-n)U-\mu\), lies at distance \(n|U|\). The circle therefore meets neither, and (h) turns the integrand into \(f(z)\,nU/(z-(U-\mu))\).

In the closed disc \(|\operatorname{Im}\beta z|\le\beta R<\pi\), whereas \(e^{\beta z}=-1\) requires \(\operatorname{Im}\beta z\) to be an odd multiple of \(\pi\). Hence \(f\) is analytic there, and Cauchy's formula gives \(f(U-\mu)\,nU\), which is \(Ud\) by (i).

Lean follows the same order: `hcirc` rewrites the integrand, `hdiff` establishes differentiability, and `hcauchy` evaluates the integral. Suitable circles exist whenever \(U\ne0\); at \(U=0\) the conditions admit none, and the interaction energy is zero.

The Galitskii–Migdal interaction energy carries a factor \(\tfrac12\) and a sum over spins; the two equal spin contributions cancel the half. The general formula applies to any pair interaction, while `galitskii_migdal` confirms its interaction part for this isolated site and takes the contour integral, not the Matsubara sum, as its starting point. One circle is enough because, by (h), the singularity of \(\Sigma G\) at \(-\mu\) is removable and \(U-\mu\) is its only pole.

```lean
/-- Galitskii-Migdal energy: for `β > 0`, integrating `f Σ G / (2 π i)` around `U - μ`, on a
circle of positive radius below `π / β` and `n |U|`, gives the interaction energy `U d`. -/
theorem galitskii_migdal {β μ U R : ℝ} (hβ : 0 < β) (hR : 0 < R)
    (hRβ : β * R < Real.pi) (hRU : R < filling β μ U * |U|) :
    (2 * Real.pi * Complex.I)⁻¹ * (∮ z in C(((U - μ : ℝ) : ℂ), R),
      fermi β z * (selfEnergy β μ U z * green β μ U z)) = U * doubleOcc β μ U := by
  obtain ⟨hn0, hn1⟩ := filling_bounds β μ U
  -- on the circle the integrand is a Fermi function times a simple pole
  have hcirc : ∀ z ∈ sphere ((U - μ : ℝ) : ℂ) R,
      fermi β z * (selfEnergy β μ U z * green β μ U z) =
      (z - ((U - μ : ℝ) : ℂ))⁻¹ • (fermi β z * (filling β μ U * U)) := by
    intro z hz
    rw [mem_sphere_iff_norm] at hz
    have e : z + μ - U = z - ((U - μ : ℝ) : ℂ) := by push_cast; ring
    have h2 : z + μ - U ≠ 0 := by
      rw [e, ← norm_pos_iff, hz]
      exact hR
    have h1 : z + μ ≠ 0 := by
      intro h
      have h' : z - ((U - μ : ℝ) : ℂ) = ((-U : ℝ) : ℂ) := by
        push_cast
        linear_combination h
      rw [h', Complex.norm_real, Real.norm_eq_abs, abs_neg] at hz
      nlinarith [mul_nonneg (sub_nonneg.2 hn1.le) (abs_nonneg U)]
    have h3 : z + μ - (1 - (filling β μ U : ℂ)) * U ≠ 0 := by
      intro h
      have h' : z - ((U - μ : ℝ) : ℂ) = ((-(filling β μ U * U) : ℝ) : ℂ) := by
        push_cast
        linear_combination h
      rw [h', Complex.norm_real, Real.norm_eq_abs, abs_neg, abs_mul, abs_of_pos hn0] at hz
      linarith
    have hG : green β μ U z ≠ 0 := by
      rw [green_fraction β μ U h1 h2]
      exact div_ne_zero h3 (mul_ne_zero h1 h2)
    rw [selfEnergy_mul_green β μ U h1 h2 hG, e, smul_eq_mul]
    ring
  -- the disc contains no pole of the Fermi function
  have hdiff : DifferentiableOn ℂ (fun z => fermi β z * (filling β μ U * U))
      (closedBall ((U - μ : ℝ) : ℂ) R) := by
    intro z hz
    rw [mem_closedBall_iff_norm] at hz
    have him := Complex.abs_im_le_norm (z - ((U - μ : ℝ) : ℂ))
    rw [Complex.sub_im, Complex.ofReal_im, sub_zero] at him
    have hb : |((β : ℂ) * z).im| < Real.pi := by
      rw [Complex.im_ofReal_mul, abs_mul, abs_of_pos hβ]
      exact (mul_le_mul_of_nonneg_left (him.trans hz) hβ.le).trans_lt hRβ
    have hne : Complex.exp (β * z) + 1 ≠ 0 := by
      intro h
      have hl := Complex.log_exp (abs_lt.1 hb).1 (abs_lt.1 hb).2.le
      rw [eq_neg_of_add_eq_zero_left h, Complex.log_neg_one] at hl
      rw [← hl] at hb
      simp [abs_of_pos Real.pi_pos] at hb
    apply DifferentiableAt.differentiableWithinAt
    unfold fermi
    fun_prop (disch := exact hne)
  -- Cauchy's formula evaluates the Fermi function at the pole
  have hcauchy := hdiff.circleIntegral_sub_inv_smul (mem_ball_self hR)
  have hf : fermi β ((U - μ : ℝ) : ℂ) =
      ((1 / (Real.exp (β * (U - μ)) + 1) : ℝ) : ℂ) := by
    simp [fermi]
  rw [circleIntegral.integral_congr hR.le hcirc, hcauchy, smul_eq_mul, ← mul_assoc,
    inv_mul_cancel₀ Complex.two_pi_I_ne_zero, one_mul, hf, ← filling_mul_fermi]
  push_cast
  ring

end

end HubbardAtomGalitskiiMigdal
```

```lean
#print axioms HubbardAtomGalitskiiMigdal.selfEnergy_eq
#print axioms HubbardAtomGalitskiiMigdal.galitskii_migdal
```

```
'HubbardAtomGalitskiiMigdal.selfEnergy_eq' depends on axioms: [propext, Classical.choice, Quot.sound]
'HubbardAtomGalitskiiMigdal.galitskii_migdal' depends on axioms: [propext, Classical.choice, Quot.sound]
```

## Cauchy's formula on a closed disc

The last proof turns on Mathlib's `DifferentiableOn.circleIntegral_sub_inv_smul`. Given a function differentiable on a closed disc and a point \(z_0\) inside it, the lemma evaluates the circle integral of \((z-z_0)^{-1}\) times that function as \(2\pi i\) times its value at \(z_0\). The pole must therefore be split off explicitly, which is why `hcirc` writes the integrand as an inverse acting by `•` on a regular factor.

The rewriting itself uses `circleIntegral.integral_congr`, which asks for equality on the circle only. The values of \(\Sigma G\) inside the disc, including at the pole, play no part.

## Occupation probabilities from G alone

The same residue argument applies to \(fG\) when \(\beta>0\) and \(U\ne0\). A small circle about \(U-\mu\) gives \(n f(U-\mu)=d\), and one about \(-\mu\) gives

\[
(1-n)f(-\mu)=\frac{e^{\beta\mu}}{Z}=n-d,
\]

the probability that the site holds a spin-up electron only. The two contributions add up to \(n\). This companion calculation is by hand and has no theorem in the code above.
